# For atoms on a line with translation-invariant energy, the frozen-atom determinant is the same for every atom

Let \(H\) be a real symmetric matrix whose rows all sum to zero. Then all cofactors of \(H\) are equal. If \(H\) is the Hessian of the energy of atoms on a line, its diagonal cofactors are the determinants obtained by freezing one atom, so this determinant does not depend on which atom is frozen.

Number the atoms \(0,\dots,n\), and let \(H_{ij}=\partial^2V/\partial x_i\partial x_j\), where \(V\) is the potential energy and \(x_i\) the position of atom \(i\). If \(V\) does not change when all atoms are shifted together, then \(\sum_j \partial V/\partial x_j=0\) at every configuration. Differentiating once more with respect to \(x_i\) gives

\[
\sum_j H_{ij}=0 \quad\text{for every } i .
\]

Holding one atom fixed is a common way to remove the translational zero mode. In a classical harmonic model on a line, with a stable frozen Hessian, the configurational integral depends on that Hessian only through its determinant, so it is the same whichever atom is held.

## Why all cofactors agree

**The full determinant vanishes.** Let every atom have displacement 1. Component \(i\) of \(H\) applied to this vector is \(\sum_j H_{ij}=0\). A non-zero vector is sent to zero, so \(\det H=0\).

**Cofactors in one row are equal.** The cofactor \(C_{ij}\) is \((-1)^{i+j}\) times the determinant left after deleting row \(i\) and column \(j\). Let \(e_j\) be the vector with 1 at position \(j\) and 0 elsewhere, and write \(H[i\leftarrow r]\) for \(H\) with row \(i\) replaced by \(r\). Expanding along the new row gives

\[
C_{ij}=\det H[i\leftarrow e_j].
\]

The determinant is linear in row \(i\), hence

\[
C_{ij}-C_{ik}=\det H[i\leftarrow e_j-e_k].
\]

The new row sums to \(1-1=0\), and the other rows still sum to zero. By the first step the right-hand side is zero, so \(C_{ij}=C_{ik}\).

**Symmetry links different rows.** Since \(H\) equals its transpose, deleting row \(i\) and column \(k\) leaves the transpose of what remains after deleting row \(k\) and column \(i\). The determinants and the signs agree, so \(C_{ik}=C_{ki}\). Therefore

\[
C_{ij}=C_{ik}=C_{ki}=C_{kl}
\]

for all \(i,j,k,l\). On the diagonal the sign is \((-1)^{2i}=1\), so \(C_{ii}\) is the determinant \(D_i\) of the Hessian with atom \(i\) frozen. Hence \(D_i=D_k\).

## A wall spring and the zero modes

Now let \(k\) denote a force constant, and tie atom \(i\) to a fixed wall by a spring of that strength. This adds \(k\) to \(H_{ii}\), so row \(i\) becomes the old row plus \(k e_i\). By linearity the new determinant is

\[
\det H+k\,C_{ii}=k\,D_i .
\]

Take \(k=1\) and call the anchored matrix \(A\), so that \(\det A=D_i\). This shows that \(D_i\neq0\) exactly when every solution of \(Hu=0\) displaces all atoms equally.

Suppose first that \(D_i\ne0\) and \(Hu=0\). Put \(w_a=u_a-u_i\). Subtracting a uniform displacement does not change \(Hu\), so \(Hw=0\). Since \(w_i=0\), the wall spring exerts no force and \(Aw=0\). As \(A\) is invertible, \(w=0\), which means that \(u\) is uniform.

Conversely, suppose that every zero mode is uniform but \(D_i=0\). Then \(Av=0\) for some \(v\neq0\). By symmetry the columns of \(H\) also sum to zero, so \(\sum_a(Hv)_a=0\). Summing the components of \(Av=0\) leaves \(v_i=0\). Hence \(Hv=0\), so \(v\) is uniform, and since \(v_i=0\) it vanishes. This contradicts \(v\neq0\).

## The Hessian and its frozen and anchored forms in Lean

```lean
import Mathlib

open Matrix

namespace HessianFrozenAtom

noncomputable section

variable {n : ℕ}
```

The matrices are indexed by `Fin (n + 1)`, the labels \(0,\dots,n\), so there is always at least one atom. With a single atom, \(H=(0)\), and freezing it leaves the empty matrix, whose determinant is 1. The statements remain true there.

```lean
/-- Translation invariance of a Hessian for atoms on a line: every row of force constants
sums to zero. -/
def TranslationInvariant (H : Matrix (Fin (n + 1)) (Fin (n + 1)) ℝ) : Prop :=
  ∀ i, ∑ j, H i j = 0
```

`TranslationInvariant H` is the row-sum condition. It is a hypothesis on a matrix: the file contains no potential energy, and the differentiation that produces the condition is the physical reason for assuming it.

```lean
/-- The Hessian with atom `i` frozen: row `i` and column `i` are deleted. -/
def frozenHessian (H : Matrix (Fin (n + 1)) (Fin (n + 1)) ℝ) (i : Fin (n + 1)) :
    Matrix (Fin n) (Fin n) ℝ :=
  H.submatrix i.succAbove i.succAbove
```

The map `i.succAbove` lists the labels other than `i` in increasing order. Using it for both rows and columns deletes the row and the column of the frozen atom.

```lean
/-- The cofactor of the entry `(i, j)`: the signed determinant left after deleting row `i`
and column `j`. -/
def cofactor (H : Matrix (Fin (n + 1)) (Fin (n + 1)) ℝ) (i j : Fin (n + 1)) : ℝ :=
  (-1) ^ ((i : ℕ) + (j : ℕ)) * (H.submatrix i.succAbove j.succAbove).det
```

Here the row label and the column label may differ, and the sign is included. This is \(C_{ij}\).

```lean
/-- The Hessian after atom `i` is tied to a fixed wall by a spring of force constant `k`. -/
def anchored (H : Matrix (Fin (n + 1)) (Fin (n + 1)) ℝ) (i : Fin (n + 1)) (k : ℝ) :
    Matrix (Fin (n + 1)) (Fin (n + 1)) ℝ :=
  H + Matrix.diagonal (Pi.single i k)
```

`Pi.single i k` is the vector \(k e_i\), and placing it on the diagonal adds the wall spring to the single entry \(H_{ii}\).

## From a vanishing determinant to equal cofactors

```lean
variable {H : Matrix (Fin (n + 1)) (Fin (n + 1)) ℝ}

/-- A translation-invariant Hessian has determinant zero. -/
theorem det_eq_zero (h : TranslationInvariant H) : H.det = 0 := by
  -- the uniform displacement is a non-zero vector in the kernel
  refine Matrix.exists_mulVec_eq_zero_iff.mp ⟨fun _ => 1, ?_, ?_⟩
  · intro h0
    simpa using congrFun h0 0
  · ext i
    simpa [Matrix.mulVec, dotProduct] using h i
```

The Mathlib lemma used here says that a determinant is zero exactly when some non-zero vector is sent to zero. The vector supplied is the constant function 1. The first bullet shows that it is not zero, by looking at atom 0, and the second is the row-sum condition.

```lean
/-- A cofactor is the determinant of the matrix with row `i` replaced by the unit vector
along `j`. -/
theorem cofactor_eq_det (i j : Fin (n + 1)) :
    cofactor H i j = (H.updateRow i (Pi.single j 1)).det := by
  rw [← Matrix.adjugate_apply, Matrix.adjugate_fin_succ_eq_det_submatrix]
  rfl
```

This is the expansion \(C_{ij}=\det H[i\leftarrow e_j]\). Mathlib has both sides as descriptions of an entry of the adjugate, the transposed matrix of cofactors, so the proof passes through that entry. No property of \(H\) is needed.

```lean
/-- For a translation-invariant Hessian the cofactors within one row are equal. -/
theorem cofactor_row (h : TranslationInvariant H) (i j k : Fin (n + 1)) :
    cofactor H i j = cofactor H i k := by
  -- replacing a row by a difference of unit vectors keeps all row sums zero
  have h0 : (H.updateRow i ((Pi.single j 1 : Fin (n + 1) → ℝ) - Pi.single k 1)).det = 0 := by
    apply det_eq_zero
    intro a
    rcases eq_or_ne a i with rfl | ha
    · simp [Pi.single_apply, Finset.sum_sub_distrib]
    · rw [Matrix.updateRow_ne ha]
      exact h a
  have h1 := Matrix.det_updateRow_add H i
    ((Pi.single j 1 : Fin (n + 1) → ℝ) - Pi.single k 1) (Pi.single k 1)
  rw [sub_add_cancel, h0, zero_add] at h1
  rw [cofactor_eq_det, cofactor_eq_det, h1]
```

The intermediate result `h0` says that \(\det H[i\leftarrow e_j-e_k]=0\). Its proof applies `det_eq_zero` to the modified matrix and checks the row sums in two cases, the replaced row and any other row. Then `h1` uses additivity in row \(i\), with \(e_j\) written as \((e_j-e_k)+e_k\). Symmetry has not yet been used.

```lean
/-- All cofactors of a symmetric, translation-invariant Hessian are equal. -/
theorem cofactor_eq (hs : H.IsSymm) (h : TranslationInvariant H) (i j k l : Fin (n + 1)) :
    cofactor H i j = cofactor H k l := by
  -- symmetry exchanges the two labels of a cofactor
  have hsymm : cofactor H i k = cofactor H k i := by
    unfold cofactor
    rw [← Matrix.det_transpose (H.submatrix i.succAbove k.succAbove),
      Matrix.transpose_submatrix, hs.eq, add_comm (i : ℕ) (k : ℕ)]
  rw [cofactor_row h i j k, hsymm, cofactor_row h k i l]
```

The hypothesis `H.IsSymm` says that \(H\) equals its transpose. It gives `hsymm`, which is \(C_{ik}=C_{ki}\), and the last line follows the chain \(C_{ij}=C_{ik}=C_{ki}=C_{kl}\). The four labels are arbitrary, so the theorem covers every pair of cofactors.

```lean
/-- The diagonal cofactor of atom `i` is the determinant of the Hessian with that atom frozen. -/
theorem cofactor_self (i : Fin (n + 1)) : cofactor H i i = (frozenHessian H i).det := by
  unfold cofactor frozenHessian
  rw [Even.neg_one_pow ⟨(i : ℕ), rfl⟩, one_mul]
```

The exponent \(i+i\) is even, so the sign is 1 and the diagonal cofactor is the frozen determinant.

```lean
/-- For a symmetric, translation-invariant Hessian of atoms on a line, the determinant with one atom
frozen does not depend on which atom is chosen. -/
theorem frozen_det_eq (hs : H.IsSymm) (h : TranslationInvariant H) (i k : Fin (n + 1)) :
    (frozenHessian H i).det = (frozenHessian H k).det := by
  rw [← cofactor_self, ← cofactor_self, cofactor_eq hs h i i k k]
```

This is the statement about atoms on a line: for any two atoms `i` and `k`, the frozen determinants agree. It concerns the determinant only. For two equal springs of strength 1 in a chain of three atoms, freezing the middle atom gives eigenvalues 1 and 1, whereas freezing an end atom gives \((3\pm\sqrt5)/2\). The product is 1 in both cases.

The theorem applies to the plain Hessian. Mass-weighting with unequal masses generally destroys the zero row sums. In three dimensions each atom has three coordinates, so freezing one atom deletes three rows and three columns, which this theorem does not cover. For a free molecule of two or more atoms at equilibrium, rotations about the frozen atom remain as zero modes, and the frozen determinant is then zero whichever atom is held.

## The anchored determinant and the test for extra zero modes

```lean
/-- For a translation-invariant Hessian, tying atom `i` to a wall by a spring `k` gives a matrix
whose determinant is `k` times the determinant with atom `i` frozen. -/
theorem det_anchored (h : TranslationInvariant H) (i : Fin (n + 1)) (k : ℝ) :
    (anchored H i k).det = k * (frozenHessian H i).det := by
  -- the spring changes row `i` only, and the determinant is linear in that row
  have e : anchored H i k = H.updateRow i (H i + k • Pi.single i 1) := by
    ext a b
    rcases eq_or_ne a i with rfl | ha
    · by_cases hb : a = b
      · subst hb
        simp [anchored]
      · simp [anchored, Matrix.diagonal_apply_ne _ hb, Ne.symm hb]
    · simp [anchored, Matrix.diagonal_apply, ha]
  rw [e, Matrix.det_updateRow_add, Matrix.det_updateRow_smul, Matrix.updateRow_eq_self,
    det_eq_zero h, ← cofactor_eq_det, cofactor_self, zero_add]
```

The equation `e` rewrites the anchored matrix as \(H\) with row \(i\) replaced by \(H_i+k e_i\), where \(H_i\) is the old row. The entries are compared case by case. Linearity then splits the determinant into \(\det H\), which is zero, and \(k\,C_{ii}\). The theorem needs translation invariance but not symmetry, and `k` may be any real number, including zero or a negative value.

```lean
/-- For a symmetric, translation-invariant Hessian, the determinant with one atom frozen is non-zero
exactly when every zero mode of the free Hessian displaces all atoms equally. -/
theorem frozen_det_ne_zero_iff (hs : H.IsSymm) (h : TranslationInvariant H)
    (i : Fin (n + 1)) :
    (frozenHessian H i).det ≠ 0 ↔ ∀ u, H *ᵥ u = 0 → ∀ a b, u a = u b := by
  have hanch : ∀ v a, (anchored H i 1 *ᵥ v) a
      = (H *ᵥ v) a + (Pi.single i 1 : Fin (n + 1) → ℝ) a * v a := by
    intro v a
    rw [anchored, Matrix.add_mulVec, Pi.add_apply, Matrix.mulVec_diagonal]
  constructor
  · intro hd u hu
    -- shift the zero mode so that atom `i` is at rest
    have hH : H *ᵥ (fun a => u a - u i) = 0 := by
      ext a
      have h1 := congrFun hu a
      simp only [Matrix.mulVec, dotProduct, Pi.zero_apply] at h1 ⊢
      simp only [mul_sub, Finset.sum_sub_distrib, ← Finset.sum_mul]
      rw [h1, h a]
      ring
    have hz : (fun a => u a - u i) = 0 := by
      apply Matrix.eq_zero_of_mulVec_eq_zero (M := anchored H i 1)
      · rw [det_anchored h, one_mul]
        exact hd
      · ext a
        rw [hanch, hH]
        rcases eq_or_ne a i with rfl | ha
        · simp
        · simp [ha]
    intro a b
    have ha := congrFun hz a
    have hb := congrFun hz b
    simp only [Pi.zero_apply] at ha hb
    linarith
  · intro hk hd
    obtain ⟨v, hv0, hv⟩ := Matrix.exists_mulVec_eq_zero_iff.mpr
      (show (anchored H i 1).det = 0 by rw [det_anchored h, hd, mul_zero])
    -- the internal forces sum to zero, so the wall spring is not stretched
    have hcol : ∑ a, (H *ᵥ v) a = 0 := by
      simp only [Matrix.mulVec, dotProduct]
      rw [Finset.sum_comm]
      refine Finset.sum_eq_zero fun b _ => ?_
      have hb : ∑ a, H a b = 0 :=
        (Finset.sum_congr rfl fun a _ => hs.apply b a).trans (h b)
      rw [← Finset.sum_mul, hb, zero_mul]
    have hvi : v i = 0 := by
      have h2 : ∑ a, (anchored H i 1 *ᵥ v) a = 0 := by
        rw [hv]
        simp
      simp only [hanch, Finset.sum_add_distrib, hcol, zero_add] at h2
      simpa [Pi.single_apply] using h2
    have hHv : H *ᵥ v = 0 := by
      ext a
      have h3 := congrFun hv a
      rw [hanch] at h3
      rcases eq_or_ne a i with rfl | ha
      · simpa [hvi] using h3
      · simpa [Pi.single_apply, ha] using h3
    apply hv0
    ext a
    rw [hk v hHv a i, hvi]
    rfl
```

On the right of the equivalence, `H *ᵥ u = 0` says that the displacement `u` produces no restoring force to first order, and the conclusion says that all its components are equal. The auxiliary statement `hanch` writes the force matrix with a unit wall spring as the free one plus a term acting on atom \(i\) alone.

In the first direction, `hH` shows that the shifted displacement \(w\) is still a zero mode, and `hz` concludes that it vanishes because the anchored matrix has non-zero determinant. In the second, `hcol` is the vanishing sum of internal forces, `hvi` is \(v_i=0\), and `hHv` is \(Hv=0\). Symmetry enters only through `hcol`, where column sums are turned into row sums.

A zero value of the frozen determinant therefore signals a zero mode besides uniform translation, for example when the atoms fall into two groups with no force constants between them.

## Three atoms, and a matrix without symmetry

```lean
/-- The Hessian of three atoms on a line with pair force constants `a` (atoms 0 and 1),
`b` (atoms 1 and 2) and `c` (atoms 0 and 2). -/
def triatomic (a b c : ℝ) : Matrix (Fin 3) (Fin 3) ℝ :=
  !![a + c, -a, -c; -a, a + b, -b; -c, -b, b + c]
```

This matrix is the Hessian of the harmonic energy

\[
\tfrac12a(u_0-u_1)^2+\tfrac12b(u_1-u_2)^2+\tfrac12c(u_0-u_2)^2,
\]

where \(u_0,u_1,u_2\) are the displacements. The force constants are arbitrary real numbers.

```lean
/-- For three atoms on a line with pair force constants `a`, `b` and `c`, the determinant of the
Hessian with any one atom frozen is `ab + bc + ca`. -/
theorem triatomic_frozen_det (a b c : ℝ) (i : Fin 3) :
    (frozenHessian (triatomic a b c) i).det = a * b + b * c + c * a := by
  have hs : (triatomic a b c).IsSymm := by
    apply Matrix.IsSymm.ext
    intro i j
    fin_cases i <;> fin_cases j <;> rfl
  have h : TranslationInvariant (triatomic a b c) := by
    intro i
    fin_cases i <;> simp [triatomic, Fin.sum_univ_three]
  -- it is enough to freeze atom 0
  rw [frozen_det_eq hs h i 0, Matrix.det_fin_two]
  change (a + b) * (b + c) - (-b) * (-b) = _
  ring
```

After checking symmetry and the row sums entry by entry, the proof uses `frozen_det_eq` to move the frozen atom to atom 0. One \(2\times2\) determinant remains:

\[
(a+b)(b+c)-b^2=ab+bc+ca .
\]

```lean
/-- The matrix with rows (1, -1) and (0, 0) has zero row sums, and its two frozen determinants are 0
and 1. -/
theorem symmetry_needed :
    TranslationInvariant (!![1, -1; 0, 0] : Matrix (Fin 2) (Fin 2) ℝ) ∧
    (frozenHessian (!![1, -1; 0, 0] : Matrix (Fin 2) (Fin 2) ℝ) 0).det = 0 ∧
    (frozenHessian (!![1, -1; 0, 0] : Matrix (Fin 2) (Fin 2) ℝ) 1).det = 1 := by
  refine ⟨?_, ?_, ?_⟩
  · intro i
    fin_cases i <;> simp [Fin.sum_univ_two]
  · rw [Matrix.det_fin_one]
    rfl
  · rw [Matrix.det_fin_one]
    rfl

end

end HessianFrozenAtom
```

In this matrix, atom 0 responds to atom 1, but atom 1 does not respond to atom 0. Such forces violate reciprocity and cannot come from a twice continuously differentiable potential energy. Freezing atom 0 leaves the entry 0, and freezing atom 1 leaves the entry 1, so zero row sums alone do not make the frozen determinants equal.

```lean
#print axioms HessianFrozenAtom.frozen_det_ne_zero_iff
-- 'HessianFrozenAtom.frozen_det_ne_zero_iff' depends on axioms: [propext, Classical.choice, Quot.sound]
#print axioms HessianFrozenAtom.triatomic_frozen_det
-- 'HessianFrozenAtom.triatomic_frozen_det' depends on axioms: [propext, Classical.choice, Quot.sound]
#print axioms HessianFrozenAtom.symmetry_needed
-- 'HessianFrozenAtom.symmetry_needed' depends on axioms: [propext, Classical.choice, Quot.sound]
```

## Building the Hessian from pair springs

The model could also start from a symmetric table of pair force constants \(k_{ab}\), setting \(H_{ab}=-k_{ab}\) for \(a\neq b\) and \(H_{aa}=\sum_{b\neq a}k_{ab}\). Symmetry and zero row sums would then be consequences of the definition, and the theorems would need neither as a hypothesis. If the constants may have either sign, the same matrices are covered, since any symmetric matrix with zero row sums has this form with \(k_{ab}=-H_{ab}\). The cost would fall on a reader who starts from a computed Hessian: its off-diagonal entries would first have to be read as spring constants, whereas the version above takes the matrix as it is and asks for two checks.
